# With three or more colours, the uniform state of the mean-field Potts model is a local free-energy minimum exactly when the reduced coupling K is below q

For q ≥ 3 colours with fractions pᵢ and any real reduced coupling K, the uniform state pᵢ = 1/q is a local minimizer of f(p) = −(K/2) ∑ pᵢ² + ∑ pᵢ ln pᵢ among normalized compositions if and only if K < q. At K = q the quadratic term vanishes along every allowed direction, and a cubic term makes the state unstable.

In Lean 4 with Mathlib:

```lean
import Mathlib

namespace MeanFieldPotts

noncomputable section

/-- Mean-field Potts free energy per site, in units of the temperature, for colour fractions `p`
and reduced coupling `K`. -/
def freeEnergy {q : ℕ} (K : ℝ) (p : Fin q → ℝ) : ℝ :=
  -(K / 2) * ∑ i, p i ^ 2 + ∑ i, p i * Real.log (p i)

/-- The disordered state: all `q` colours have the same fraction. -/
def uniform (q : ℕ) : Fin q → ℝ := fun _ => 1 / (q : ℝ)

/-- The state whose colour fractions deviate from `1 / q` by the relative amounts `x i`. -/
def perturbed {q : ℕ} (x : Fin q → ℝ) : Fin q → ℝ := fun i => (1 + x i) / (q : ℝ)

/-- Relative deviations `(q - 1) * t` for the colour `i₀` and `-t` for every other colour. For `t >
0` and `q ≥ 2` they enrich `i₀` at the equal expense of all others. -/
def enrich {q : ℕ} (i₀ : Fin q) (t : ℝ) : Fin q → ℝ :=
  fun i => if i = i₀ then ((q : ℝ) - 1) * t else -t

/-- A fifth power is bounded by a small multiple of the fourth power for small arguments. -/
theorem abs_pow_five_le {x r : ℝ} (h : |x| ≤ r) : |x| ^ 5 ≤ r * x ^ 4 := by
  have h4 : |x| ^ 4 = x ^ 4 := by
    rw [← abs_pow]
    exact abs_of_nonneg (by positivity)
  calc |x| ^ 5 = |x| * |x| ^ 4 := by ring
    _ = |x| * x ^ 4 := by rw [h4]
    _ ≤ r * x ^ 4 := mul_le_mul_of_nonneg_right h (by positivity)

/-- Fourth-order expansion of the mixing-entropy term, with an explicit error bound. -/
theorem entropy_expansion {x : ℝ} (hx : |x| ≤ 1 / 2) :
    |(1 + x) * Real.log (1 + x) - (x + x ^ 2 / 2 - x ^ 3 / 6 + x ^ 4 / 12)| ≤ 4 * |x| ^ 5 := by
  have h := Real.abs_log_sub_add_sum_range_le (x := -x) (by rw [abs_neg]; linarith) 4
  have hs : ∑ i ∈ Finset.range 4, (-x) ^ (i + 1) / ((i : ℝ) + 1)
      = -(x - x ^ 2 / 2 + x ^ 3 / 3 - x ^ 4 / 4) := by
    simp only [Finset.sum_range_succ, Finset.sum_range_zero]
    push_cast
    ring
  rw [hs, abs_neg, sub_neg_eq_add] at h
  have hp : 0 ≤ |x| ^ 5 := by positivity
  have hR := h.trans (show |x| ^ (4 + 1) / (1 - |x|) ≤ 2 * |x| ^ 5 by
    have e : |x| ^ (4 + 1) = |x| ^ 5 := by norm_num
    rw [div_le_iff₀ (by linarith), e]
    nlinarith [mul_nonneg hp (sub_nonneg.2 hx)])
  obtain ⟨hl, hu⟩ := abs_le.1 hx
  have h1 : |1 + x| ≤ 3 / 2 := abs_le.2 ⟨by linarith, by linarith⟩
  have h2 := mul_le_mul h1 hR (abs_nonneg _) (by norm_num)
  rw [← abs_mul] at h2
  obtain ⟨h3, h4⟩ := abs_le.1 h2
  obtain ⟨h5, h6⟩ := abs_le.1 (abs_pow x 5).le
  rw [abs_le]
  constructor <;> nlinarith

/-- Exact free-energy cost of a composition fluctuation about the disordered state. -/
theorem freeEnergy_difference {q : ℕ} (K : ℝ) (x : Fin q → ℝ) (hsum : ∑ i, x i = 0)
    (hx : ∀ i, 0 < 1 + x i) :
    freeEnergy K (perturbed x) - freeEnergy K (uniform q) =
      1 / (q : ℝ) * ∑ i, ((1 + x i) * Real.log (1 + x i) - K / (2 * q) * x i ^ 2) := by
  have hterm : ∀ i, (-(K / 2) * perturbed x i ^ 2 + perturbed x i * Real.log (perturbed x i))
      - (-(K / 2) * uniform q i ^ 2 + uniform q i * Real.log (uniform q i))
      = 1 / (q : ℝ) * ((1 + x i) * Real.log (1 + x i) - K / (2 * q) * x i ^ 2)
        + (-K / (q : ℝ) ^ 2 - Real.log q / q) * x i := by
    intro i
    have hq : (q : ℝ) ≠ 0 := Nat.cast_ne_zero.2 i.pos.ne'
    simp only [perturbed, uniform]
    rw [Real.log_div (hx i).ne' hq, Real.log_div one_ne_zero hq, Real.log_one]
    ring
  calc freeEnergy K (perturbed x) - freeEnergy K (uniform q)
      = ∑ i, ((-(K / 2) * perturbed x i ^ 2 + perturbed x i * Real.log (perturbed x i))
        - (-(K / 2) * uniform q i ^ 2 + uniform q i * Real.log (uniform q i))) := by
        simp only [freeEnergy, Finset.mul_sum, Finset.sum_sub_distrib, Finset.sum_add_distrib]
    _ = _ := by
        -- the linear term drops out because the fractions stay normalized
        rw [Finset.sum_congr rfl (fun i _ => hterm i), Finset.sum_add_distrib,
          ← Finset.mul_sum, ← Finset.mul_sum, hsum, mul_zero, add_zero]

/-- Landau expansion about the disordered state: a quadratic term with coefficient proportional
to `1 - K / q`, a cubic term, and a quartic bound on the remainder. -/
theorem landau_expansion {q : ℕ} (K : ℝ) (x : Fin q → ℝ) (hsum : ∑ i, x i = 0)
    (hx : ∀ i, |x i| ≤ 1 / 2) :
    |freeEnergy K (perturbed x) - freeEnergy K (uniform q)
      - 1 / (q : ℝ) * ((1 - K / q) / 2 * ∑ i, x i ^ 2 - 1 / 6 * ∑ i, x i ^ 3)|
      ≤ 1 / (q : ℝ) * (4 * ∑ i, x i ^ 4) := by
  have hb : ∀ i, |(1 + x i) * Real.log (1 + x i) - (x i + x i ^ 2 / 2 - x i ^ 3 / 6)|
      ≤ 4 * x i ^ 4 := by
    intro i
    obtain ⟨h1, h2⟩ := abs_le.1 (entropy_expansion (hx i))
    have h5 := abs_pow_five_le (hx i)
    have h4 : 0 ≤ x i ^ 4 := by positivity
    rw [abs_le]
    constructor <;> linarith
  have e1 : ∑ i, ((1 + x i) * Real.log (1 + x i) - K / (2 * q) * x i ^ 2)
      = ∑ i, (1 + x i) * Real.log (1 + x i) - K / (2 * q) * ∑ i, x i ^ 2 := by
    simp only [Finset.sum_sub_distrib, Finset.mul_sum]
  have e2 : ∑ i, ((1 + x i) * Real.log (1 + x i) - (x i + x i ^ 2 / 2 - x i ^ 3 / 6))
      = ∑ i, (1 + x i) * Real.log (1 + x i)
        - (∑ i, x i + (∑ i, x i ^ 2) / 2 - (∑ i, x i ^ 3) / 6) := by
    simp only [Finset.sum_sub_distrib, Finset.sum_add_distrib, Finset.sum_div]
  have e3 : freeEnergy K (perturbed x) - freeEnergy K (uniform q)
      - 1 / (q : ℝ) * ((1 - K / q) / 2 * ∑ i, x i ^ 2 - 1 / 6 * ∑ i, x i ^ 3)
      = 1 / (q : ℝ) *
        ∑ i, ((1 + x i) * Real.log (1 + x i) - (x i + x i ^ 2 / 2 - x i ^ 3 / 6)) := by
    rw [freeEnergy_difference K x hsum (fun i => by linarith [(abs_le.1 (hx i)).1]), e1, e2, hsum]
    ring
  rw [e3, abs_mul, abs_of_nonneg (by positivity : (0 : ℝ) ≤ 1 / (q : ℝ)), Finset.mul_sum]
  exact mul_le_mul_of_nonneg_left ((Finset.abs_sum_le_sum_abs _ _).trans
    (Finset.sum_le_sum fun i _ => hb i)) (by positivity)

/-- The disordered state is a local minimizer on the simplex exactly when no sufficiently small
normalized composition fluctuation lowers the free energy. -/
theorem isLocalMinOn_iff_fluctuations {q : ℕ} (hq : 0 < q) (K : ℝ) :
    IsLocalMinOn (freeEnergy K) (stdSimplex ℝ (Fin q)) (uniform q) ↔
      ∃ r > 0, ∀ x : Fin q → ℝ, ∑ i, x i = 0 → (∀ i, |x i| < r) →
        freeEnergy K (uniform q) ≤ freeEnergy K (perturbed x) := by
  have hq' : (0 : ℝ) < q := Nat.cast_pos.2 hq
  rw [IsLocalMinOn, IsMinFilter, eventually_nhdsWithin_iff, Metric.eventually_nhds_iff]
  constructor
  · rintro ⟨ε, hε, h⟩
    refine ⟨min (1 / 2) (ε * q), by positivity, fun x hs hx => h ?_ ⟨fun i => ?_, ?_⟩⟩
    · refine (dist_pi_lt_iff hε).2 fun i => ?_
      have e : perturbed x i - uniform q i = x i / q := by
        simp only [perturbed, uniform]
        ring
      rw [Real.dist_eq, e, abs_div, abs_of_pos hq', div_lt_iff₀ hq']
      exact (hx i).trans_le (min_le_right _ _)
    · have h1 := (abs_lt.1 ((hx i).trans_le (min_le_left _ _))).1
      exact div_nonneg (by linarith) hq'.le
    · simp only [perturbed]
      rw [← Finset.sum_div, Finset.sum_add_distrib, hs]
      simp [hq.ne']
  · rintro ⟨r, hr, h⟩
    refine ⟨r / q, by positivity, fun p hd hp => ?_⟩
    have e : perturbed (fun i => (q : ℝ) * p i - 1) = p := by
      funext i
      simp only [perturbed]
      rw [add_sub_cancel, mul_div_cancel_left₀ _ hq'.ne']
    rw [← e]
    refine h _ ?_ fun i => ?_
    · rw [Finset.sum_sub_distrib, ← Finset.mul_sum, hp.2]
      simp
    · have h1 := (dist_pi_lt_iff (by positivity)).1 hd i
      rw [Real.dist_eq, lt_div_iff₀ hq'] at h1
      have e2 : (q : ℝ) * p i - 1 = (p i - uniform q i) * q := by
        simp only [uniform]
        rw [sub_mul, one_div, inv_mul_cancel₀ hq'.ne', mul_comm]
      rw [e2, abs_mul, abs_of_pos hq']
      exact h1

/-- Power sums of the deviations `enrich i₀ t`, for any real `t`. -/
theorem sum_enrich_pow {q : ℕ} (i₀ : Fin q) (t : ℝ) (n : ℕ) :
    ∑ i, enrich i₀ t i ^ n = (((q : ℝ) - 1) * t) ^ n + ((q : ℝ) - 1) * (-t) ^ n := by
  have h : ∀ i, enrich i₀ t i ^ n
      = (if i = i₀ then (((q : ℝ) - 1) * t) ^ n - (-t) ^ n else 0) + (-t) ^ n := by
    intro i
    simp only [enrich]
    split_ifs <;> ring
  rw [Finset.sum_congr rfl (fun i _ => h i), Finset.sum_add_distrib, Finset.sum_ite_eq',
    if_pos (Finset.mem_univ _), Finset.sum_const, Finset.card_univ, Fintype.card_fin,
    nsmul_eq_mul]
  ring

/-- Enriching one colour by amplitude `t` changes each fraction by at most the relative
amount `q * t`. -/
theorem abs_enrich_le {q : ℕ} (i₀ i : Fin q) {t : ℝ} (ht : 0 ≤ t) :
    |enrich i₀ t i| ≤ q * t := by
  have hq : (1 : ℝ) ≤ q := by exact_mod_cast i.pos
  have h := mul_nonneg (sub_nonneg.2 hq) ht
  simp only [enrich]
  split_ifs <;> rw [abs_le] <;> constructor <;> nlinarith

/-- For at least three colours and `K ≥ q`, including `K = q`, a slight enrichment of any one colour
at the equal expense of all others strictly lowers the free energy below that of the disordered
state. -/
theorem enriched_lt_uniform {q : ℕ} (hq : 3 ≤ q) {K t : ℝ} (hK : (q : ℝ) ≤ K) (i₀ : Fin q)
    (ht : 0 < t) (ht' : t * (48 * (q : ℝ) ^ 2) ≤ 1) :
    freeEnergy K (perturbed (enrich i₀ t)) < freeEnergy K (uniform q) := by
  have hq3 : (3 : ℝ) ≤ q := by exact_mod_cast hq
  have hq0 : (0 : ℝ) < q := by linarith
  have hs : ∑ i, enrich i₀ t i = 0 := by
    have h := sum_enrich_pow i₀ t 1
    simp only [pow_one] at h
    rw [h]
    ring
  have hqt : (q : ℝ) * t ≤ 1 / 2 := by
    nlinarith [mul_nonneg (sub_nonneg.2 hq3) (mul_pos hq0 ht).le]
  have h := (abs_le.1 (landau_expansion K _ hs
    (fun i => (abs_enrich_le i₀ i ht.le).trans hqt))).2
  -- the positive cubic sum beats the quartic remainder
  have hb : 0 < ((q : ℝ) - 2) - 24 * t * ((q : ℝ) ^ 2 - 3 * q + 3) := by
    nlinarith [mul_nonneg ht.le (by linarith : (0 : ℝ) ≤ (q : ℝ) - 1)]
  have hp := mul_pos (mul_pos (pow_pos ht 3)
    (mul_pos (by linarith : (0 : ℝ) < (q : ℝ) - 1) hq0)) hb
  have hcubic : 4 * ∑ i, enrich i₀ t i ^ 4 < 1 / 6 * ∑ i, enrich i₀ t i ^ 3 := by
    rw [sum_enrich_pow, sum_enrich_pow]
    nlinarith [hp]
  have hquad : (1 - K / q) / 2 * ∑ i, enrich i₀ t i ^ 2 ≤ 0 := by
    have h1 : 1 ≤ K / q := (one_le_div hq0).2 hK
    exact mul_nonpos_of_nonpos_of_nonneg (by linarith)
      (Finset.sum_nonneg fun i _ => sq_nonneg _)
  have hneg := mul_neg_of_pos_of_neg (one_div_pos.2 hq0)
    (show (1 - K / q) / 2 * ∑ i, enrich i₀ t i ^ 2 - 1 / 6 * ∑ i, enrich i₀ t i ^ 3
      + 4 * ∑ i, enrich i₀ t i ^ 4 < 0 by linarith)
  rw [mul_add] at hneg
  linarith

/-- For at least three colours, the disordered state is a local minimizer of the mean-field Potts
free energy on the simplex if and only if `K < q`. -/
theorem uniform_isLocalMinOn_iff {q : ℕ} (hq : 3 ≤ q) (K : ℝ) :
    IsLocalMinOn (freeEnergy K) (stdSimplex ℝ (Fin q)) (uniform q) ↔ K < q := by
  have hq0 : (0 : ℝ) < q := Nat.cast_pos.2 (by omega)
  rw [isLocalMinOn_iff_fluctuations (by omega)]
  constructor
  · rintro ⟨r, hr, h⟩
    by_contra hK
    obtain ⟨t, ht, h1, h2⟩ : ∃ t : ℝ, 0 < t ∧ t ≤ 1 / (48 * (q : ℝ) ^ 2) ∧ t ≤ r / (2 * q) :=
      ⟨min (1 / (48 * (q : ℝ) ^ 2)) (r / (2 * q)), by positivity, min_le_left _ _,
        min_le_right _ _⟩
    rw [le_div_iff₀ (by positivity)] at h1 h2
    have i₀ : Fin q := ⟨0, by omega⟩
    have hs : ∑ i, enrich i₀ t i = 0 := by
      have h := sum_enrich_pow i₀ t 1
      simp only [pow_one] at h
      rw [h]
      ring
    exact absurd (h _ hs fun i => (abs_enrich_le i₀ i ht.le).trans_lt (by nlinarith))
      (not_le_of_gt (enriched_lt_uniform hq (not_lt.1 hK) i₀ ht h1))
  · intro hK
    have hd : 0 < 1 - K / q := sub_pos.2 ((div_lt_one hq0).2 hK)
    refine ⟨min (1 / 2) ((1 - K / q) / 6), by positivity, fun x hs hx => ?_⟩
    have hx1 : ∀ i, |x i| ≤ 1 / 2 := fun i => ((hx i).trans_le (min_le_left _ _)).le
    have h := (abs_le.1 (landau_expansion K x hs hx1)).1
    -- the quadratic term dominates for each colour separately
    have hpos : 0 ≤ ∑ i, ((1 - K / q) / 2 * x i ^ 2 - 1 / 6 * x i ^ 3 - 4 * x i ^ 4) := by
      refine Finset.sum_nonneg fun i _ => ?_
      have h6 := ((hx i).trans_le (min_le_right _ _)).le
      have h2 : x i ^ 2 ≤ |x i| / 2 := by
        rw [← sq_abs]
        nlinarith [mul_nonneg (abs_nonneg (x i)) (sub_nonneg.2 (hx1 i))]
      have h3 : 0 ≤ (1 - K / q) / 2 - 1 / 6 * x i - 4 * x i ^ 2 := by
        linarith [le_abs_self (x i)]
      calc (0 : ℝ) ≤ x i ^ 2 * ((1 - K / q) / 2 - 1 / 6 * x i - 4 * x i ^ 2) :=
            mul_nonneg (sq_nonneg _) h3
        _ = _ := by ring
    simp only [Finset.sum_sub_distrib, ← Finset.mul_sum] at hpos
    have hfin := mul_nonneg (one_div_pos.2 hq0).le hpos
    rw [mul_sub] at hfin
    linarith

/-- For two colours the disordered state is still a local minimizer at `K = q = 2`. -/
theorem two_colour_isLocalMinOn :
    IsLocalMinOn (freeEnergy 2) (stdSimplex ℝ (Fin 2)) (uniform 2) := by
  rw [isLocalMinOn_iff_fluctuations (by norm_num)]
  refine ⟨1 / 48, by norm_num, fun x hs hx => ?_⟩
  have hx1 : ∀ i, |x i| ≤ 1 / 2 := fun i => by linarith [hx i]
  rw [← sub_nonneg, freeEnergy_difference 2 x hs
    (fun i => by linarith [(abs_le.1 (hx1 i)).1])]
  refine mul_nonneg (by positivity) ?_
  rw [Fin.sum_univ_two] at hs ⊢
  have h : x 1 = -x 0 := by linarith
  have h0 := (abs_le.1 (entropy_expansion (hx1 0))).1
  have h1 := (abs_le.1 (entropy_expansion (hx1 1))).1
  have h5 := abs_pow_five_le (hx 0).le
  have hc : (2 : ℝ) / (2 * ((2 : ℕ) : ℝ)) = 1 / 2 := by norm_num
  rw [h, abs_neg] at h1
  rw [h, hc]
  -- the cubic terms of the two colours cancel
  nlinarith

end

end MeanFieldPotts
```

```lean
#print axioms MeanFieldPotts.uniform_isLocalMinOn_iff
#print axioms MeanFieldPotts.two_colour_isLocalMinOn
```

```
'MeanFieldPotts.uniform_isLocalMinOn_iff' depends on axioms: [propext, Classical.choice, Quot.sound]
'MeanFieldPotts.two_colour_isLocalMinOn' depends on axioms: [propext, Classical.choice, Quot.sound]
```

## Free energy, compositions and local stability

In `freeEnergy`, the first term, including its factor −K/2, is the mean-field interaction energy in units of k_B T, and the second is minus the mixing entropy in units of k_B, both per site. If each pair of like-coloured neighbours contributes −J and a site has z neighbours, then K = zJ/(k_B T). The code takes K as a given real number, so negative couplings are included.

A composition is a function `p : Fin q → ℝ`, and `stdSimplex ℝ (Fin q)` requires its entries to be non-negative and to sum to 1. Mathlib sets `Real.log 0` to 0, which agrees with the usual convention 0 ln 0 = 0 for an absent colour.

The main theorem, `uniform_isLocalMinOn_iff`, says that `IsLocalMinOn` holds for `uniform q` on this simplex exactly when `K < q`. `IsLocalMinOn` asks only that no sufficiently close composition have a lower free energy; a distant one may. The theorem therefore locates the loss of local stability and not the equilibrium transition. All sites share one composition, so order on sublattices, spatial variation and correlations between sites are absent.

For an equiatomic alloy of q ≥ 3 components, with one pair energy for all like neighbours and another, higher by J, for all unlike ones, and free to exchange atoms with a reservoir that favours no component, K = q is the point at which the random mixture loses local stability to changes of overall composition, within this single-site mean-field model.

## The cost of a small fluctuation

Write the fractions in terms of relative deviations xᵢ:

pᵢ = (1 + xᵢ)/q, with ∑ xᵢ = 0.

This is `perturbed x`. Since |pᵢ − 1/q| = |xᵢ|/q, small distances on the simplex correspond to small deviations. `isLocalMinOn_iff_fluctuations` uses this to replace the topological definition of a local minimum by a statement about all x with zero sum and every |xᵢ| below some r > 0. In one direction it also keeps |xᵢ| below 1/2, so that the fractions stay non-negative.

For one colour, the changes in energy and in the entropy term are

−(K/2)[(1 + xᵢ)² − 1]/q² = −K xᵢ/q² − K xᵢ²/(2q²),

[(1 + xᵢ) ln((1 + xᵢ)/q) − ln(1/q)]/q = (1 + xᵢ) ln(1 + xᵢ)/q − xᵢ (ln q)/q.

The terms linear in xᵢ cancel in the sum over colours. What remains is exact whenever every 1 + xᵢ is positive, and is the content of `freeEnergy_difference`:

f(p) − f(uniform) = (1/q) ∑ [(1 + xᵢ) ln(1 + xᵢ) − K xᵢ²/(2q)].

For |x| ≤ 1/2, the logarithm series gives

ln(1 + x) = x − x²/2 + x³/3 − x⁴/4 + R, with |R| ≤ |x|⁵/(1 − |x|) ≤ 2|x|⁵.

Multiplying by 1 + x yields

(1 + x) ln(1 + x) = x + x²/2 − x³/6 + x⁴/12 − x⁵/4 + (1 + x)R.

The last two terms are together at most |x|⁵/4 + 3|x|⁵, hence below the bound 4|x|⁵ stated in `entropy_expansion`. Because |x|⁵ ≤ x⁴/2, everything beyond the cubic term is at most x⁴/12 + 2x⁴ ≤ 4x⁴. Summing over colours gives `landau_expansion`:

f(p) − f(uniform) = (1/q)[(1 − K/q)/2 · ∑ xᵢ² − (1/6) ∑ xᵢ³] + E, with |E| ≤ (4/q) ∑ xᵢ⁴.

## Below K = q the quadratic term wins

Let a = 1 − K/q > 0 and take |xᵢ| < min(1/2, a/6). The expansion bounds the free-energy difference from below by 1/q times the sum over colours of

xᵢ² (a/2 − xᵢ/6 − 4xᵢ²).

Since 4xᵢ² ≤ 2|xᵢ|, the two subtracted terms amount to at most (13/6)|xᵢ| ≤ 13a/36, which is less than a/2. Every summand is therefore non-negative. The second half of the main proof carries out this estimate colour by colour.

## At and above K = q one colour can grow

For K ≥ q the quadratic term is zero or negative, so one direction with a positive cubic sum is enough. `enrich` supplies it: one colour gains at the equal expense of the others,

x = t(q − 1, −1, …, −1), with t > 0.

The power sums from `sum_enrich_pow` are

∑ xᵢ = 0,

∑ xᵢ³ = t³ q(q − 1)(q − 2),

∑ xᵢ⁴ = t⁴ q(q − 1)(q² − 3q + 3).

The cubic gain exceeds the largest possible remainder, that is (1/6) ∑ xᵢ³ > 4 ∑ xᵢ⁴, when

24t(q² − 3q + 3) < q − 2.

If t ≤ 1/(48q²), the left side is at most 1/2, because q² − 3q + 3 < q², while the right side is at least 1. The free energy then drops strictly, as `enriched_lt_uniform` states. `abs_enrich_le` gives |xᵢ| ≤ qt, so t can also be chosen small enough to fit inside any proposed neighbourhood of the uniform state. This contradicts local minimality and proves the other half of the equivalence.

The smallest case is q = 3 with K = 3. Here x = t(2, −1, −1), the quadratic term is zero, ∑ xᵢ³ = 6t³ and ∑ xᵢ⁴ = 18t⁴, so

f(p) − f(uniform) ≤ −t³/3 + 24t⁴,

which is negative for 0 < t < 1/72.

## Two colours at K = 2

The equivalence fails if q = 2 is admitted: at K = 2 the condition K < q is false, yet the uniform state is still a local minimizer. Normalization forces x = (y, −y), so the cubic terms cancel, and at K = 2 the quadratic terms cancel as well:

f(p) − f(uniform) = (1/2)[(1 + y) ln(1 + y) + (1 − y) ln(1 − y) − y²].

By the fourth-order expansion, the bracket is at least y⁴/6 − 8|y|⁵, which is non-negative for |y| ≤ 1/48. `two_colour_isLocalMinOn` proves the claim with exactly this radius. With two colours, exchanging them turns y into −y and rules out a cubic term; with three or more, enriching a colour and depleting it are not equivalent.
